# A gap bounds every imaginary-frequency derivative of a finite pole sum

In a zero-temperature GW calculation the Green's function $G$ and the self-energy $\Sigma$ are often sampled at finitely many imaginary frequencies $iw$. A pole at a small energy $p$ contributes $1/(iw-p)$, which varies over a range of $w$ of order $|p|$, and a coarser grid can miss this feature. Without a lower bound on $|p|$, no grid spacing chosen in advance is safe. If the poles of the sampled function leave a gap around zero energy, that gap supplies the bound.

## From the gap to the derivative bound

Put the zero of energy at midgap and let

$$F(w)=\sum_k \frac{r_k}{iw-p_k},$$

with finitely many real poles $p_k$ and complex residues $r_k$. Assume $|p_k|\ge d>0$: every pole energy lies at distance at least $d$ from midgap. For a non-interacting $G$ with its gap edges at $\pm d$, $d$ is half the gap. Then $F$ is holomorphic for $|\mathrm{Im}\,w|<d$, and for real $w$

$$|F^{(n)}(w)|\le \frac{n!\sum_k|r_k|}{d^{\,n+1}}.$$

The real part of $iw-p_k$ is $-\mathrm{Im}\,w-p_k$, so

$$|iw-p_k|\ge|p_k+\mathrm{Im}\,w|\ge|p_k|-|\mathrm{Im}\,w|\ge d-|\mathrm{Im}\,w|.$$

In the strip this is positive, no denominator vanishes, and $F$ is holomorphic. Differentiating one term gives

$$\frac{d}{dw}\,\frac{r_k\,n!\,(-i)^n}{(iw-p_k)^{n+1}}
=-\frac{(n+1)\,i\,r_k\,n!\,(-i)^n}{(iw-p_k)^{n+2}}
=\frac{r_k\,(n+1)!\,(-i)^{n+1}}{(iw-p_k)^{n+2}}.$$

By induction from $n=0$,

$$F^{(n)}(w)=\sum_k\frac{r_k\,n!\,(-i)^n}{(iw-p_k)^{n+1}}.$$

Since $|(-i)^n|=1$, the triangle inequality bounds this by $n!\sum_k|r_k|/(d-|\mathrm{Im}\,w|)^{n+1}$, and real $w$ gives the claim. For a single pole at $p=d$ with residue $c$, the modulus at $w=0$ is exactly $n!\,|c|/d^{\,n+1}$, so the constant is optimal.

## Pole sums in Lean

The finite type `ι` labels the poles. Residues `r` are complex, while the type of `p` makes every pole real.

```lean
import Mathlib

open Complex
open scoped Topology

namespace GappedImaginaryAxis

variable {ι : Type*} [Fintype ι] {r : ι → ℂ} {p : ι → ℝ} {d : ℝ}
```

`poleSum` is $F$, with `I` the imaginary unit. It stands for one matrix element of $G$ or of the frequency-dependent part of $\Sigma$. Its argument `w` is complex; real `w` is the imaginary frequency axis.

```lean
/-- The sum of the terms `r k / (i w - p k)` over finitely many real poles `p k` with complex
residues `r k`, for complex `w`. A term with `i w = p k` is 0, by Lean's convention for division by
zero. -/
noncomputable def poleSum (r : ι → ℂ) (p : ι → ℝ) (w : ℂ) : ℂ :=
  ∑ k, r k / (I * w - p k)
```

The next definition is only a candidate for the $n$-th derivative until the induction below identifies it.

```lean
/-- The sum of the terms `r k n! (-i)^n / (i w - p k)^(n+1)`, for complex `w` with
`i w ≠ p k` for every `k`. -/
noncomputable def poleSumDeriv (n : ℕ) (r : ι → ℂ) (p : ι → ℝ) (w : ℂ) : ℂ :=
  ∑ k, r k * (n.factorial : ℂ) * (-I) ^ n / (I * w - p k) ^ (n + 1)
```

## Denominators in the strip

The hypothesis `d ≤ |q|` places one pole outside the gap. The proof bounds the modulus below by the real part, then applies the reverse triangle inequality.

```lean
/-- For a real pole at distance at least `d` from midgap, the energy denominator at `i w` has
modulus at least `d - |Im w|`. -/
theorem gap_le_norm {q : ℝ} (hq : d ≤ |q|) (w : ℂ) :
    d - |w.im| ≤ ‖I * w - q‖ := by
  have h := abs_re_le_norm (I * w - q)
  have hre : (I * w - q).re = -w.im - q := by simp
  rw [hre, abs_sub_comm] at h
  have h2 := abs_sub_abs_le_abs_sub q (-w.im)
  rw [abs_neg] at h2
  linarith
```

Inside the strip that lower bound is positive, so every denominator is nonzero.

```lean
omit [Fintype ι] in
/-- If all poles lie at distance at least `d` from midgap, no energy denominator vanishes
in the strip `|Im w| < d`. -/
theorem denominator_ne_zero (hp : ∀ k, d ≤ |p k|) {w : ℂ} (hw : |w.im| < d) (k : ι) :
    I * w - p k ≠ 0 :=
  norm_pos_iff.mp (lt_of_lt_of_le (sub_pos.mpr hw) (gap_le_norm (hp k) w))
```

## Derivatives of every order

This lemma is the one-term differentiation above, summed over `k`. `hlin` records the slope $i$ of the denominator, the quotient rule supplies the derivative, and `ring` finishes the algebra.

```lean
/-- Away from the poles, differentiating the `n`-th explicit pole formula with respect to `w`
gives the formula of order `n + 1`. -/
theorem hasDerivAt_poleSumDeriv (n : ℕ) {w : ℂ} (hw : ∀ k, I * w - p k ≠ 0) :
    HasDerivAt (poleSumDeriv n r p) (poleSumDeriv (n + 1) r p w) w := by
  unfold poleSumDeriv
  refine HasDerivAt.fun_sum fun k _ => ?_
  have hx := hw k
  -- the denominator is linear in `w` with slope `i`
  have hlin : HasDerivAt (fun z : ℂ => I * z - p k) I w := by
    simpa using ((hasDerivAt_id w).const_mul I).sub_const (p k : ℂ)
  have h := (hasDerivAt_const w (r k * (n.factorial : ℂ) * (-I) ^ n)).fun_div
    (hlin.fun_pow (n + 1)) (pow_ne_zero _ hx)
  refine h.congr_deriv ?_
  rw [div_eq_div_iff (pow_ne_zero _ (pow_ne_zero _ hx)) (pow_ne_zero _ hx),
    Nat.factorial_succ, Nat.add_sub_cancel, pow_succ (-I) n]
  generalize (-I) ^ n = a
  generalize I * w - (p k : ℂ) = x
  push_cast
  ring
```

In the induction, knowing the formula of order $n$ at the single point $w$ would not suffice to differentiate it. The strip is open, so the formula holds in a neighbourhood, which `hev` expresses.

```lean
/-- If all poles lie at distance at least `d` from midgap, the `n`-th complex derivative of the
pole sum in the strip `|Im w| < d` is given by the explicit pole formula. -/
theorem iteratedDeriv_poleSum (hp : ∀ k, d ≤ |p k|) (n : ℕ) :
    ∀ w : ℂ, |w.im| < d → iteratedDeriv n (poleSum r p) w = poleSumDeriv n r p w := by
  induction n with
  | zero =>
    intro w _
    simp [poleSum, poleSumDeriv]
  | succ n ih =>
    intro w hw
    -- the strip is open, so the formula of order `n` holds near `w`
    have hopen : IsOpen {z : ℂ | |z.im| < d} :=
      isOpen_lt Complex.continuous_im.abs continuous_const
    have hev : iteratedDeriv n (poleSum r p) =ᶠ[𝓝 w] poleSumDeriv n r p := by
      filter_upwards [hopen.mem_nhds hw] with z hz using ih z hz
    rw [iteratedDeriv_succ, hev.deriv_eq]
    exact (hasDerivAt_poleSumDeriv n (denominator_ne_zero hp hw)).deriv
```

## Bounds in the strip and on the axis

The triangle inequality is stated for any positive lower bound `m` on the denominators.

```lean
/-- If every energy denominator has modulus at least `m > 0`, the explicit pole formula of order
`n` has modulus at most `n! ∑ |r k| / m^(n+1)`. -/
theorem norm_poleSumDeriv_le (n : ℕ) {m : ℝ} (hm : 0 < m) {w : ℂ}
    (hw : ∀ k, m ≤ ‖I * w - p k‖) :
    ‖poleSumDeriv n r p w‖ ≤ n.factorial * (∑ k, ‖r k‖) / m ^ (n + 1) := by
  unfold poleSumDeriv
  calc _ ≤ ∑ k, (n.factorial : ℝ) * ‖r k‖ / m ^ (n + 1) := by
        refine norm_sum_le_of_le _ fun k _ => ?_
        have hk := hw k
        rw [norm_div, norm_mul, norm_mul, norm_pow, norm_pow, norm_neg, Complex.norm_I,
          one_pow, mul_one, Complex.norm_natCast, mul_comm ‖r k‖]
        gcongr
    _ = _ := by rw [← Finset.sum_div, ← Finset.mul_sum]
```

Taking `m` to be $d-|\mathrm{Im}\,w|$ gives the estimate throughout the strip, which weakens towards its edges.

```lean
/-- If all poles lie at distance at least `d` from midgap, then at each point of the strip
`|Im w| < d` the `n`-th complex derivative is at most `n! ∑ |r k| / (d - |Im w|)^(n+1)`
in modulus. -/
theorem norm_iteratedDeriv_strip_le (hp : ∀ k, d ≤ |p k|) (n : ℕ) {w : ℂ}
    (hw : |w.im| < d) :
    ‖iteratedDeriv n (poleSum r p) w‖ ≤
      n.factorial * (∑ k, ‖r k‖) / (d - |w.im|) ^ (n + 1) := by
  rw [iteratedDeriv_poleSum hp n w hw]
  exact norm_poleSumDeriv_le n (sub_pos.mpr hw) fun k => gap_le_norm (hp k) w
```

The main theorem has three parts: complex differentiability on the strip, infinite differentiability in a real variable (`ContDiff ℝ (⊤ : ℕ∞)`), and the bound for every order and every real `x`. The last two concern the function `fun x : ℝ => poleSum r p x`, so `hiter` repeats the induction along the real axis.

```lean
/-- If all poles lie at distance at least `d > 0` from midgap, the pole sum is holomorphic in the
strip `|Im w| < d` and infinitely differentiable in real `w`, where its `n`-th derivative is at
most `n! ∑ |r k| / d^(n+1)` in modulus. -/
theorem gap_makes_smooth (hd : 0 < d) (hp : ∀ k, d ≤ |p k|) :
    DifferentiableOn ℂ (poleSum r p) {w : ℂ | |w.im| < d} ∧
    ContDiff ℝ (⊤ : ℕ∞) (fun x : ℝ => poleSum r p x) ∧
    ∀ (n : ℕ) (x : ℝ), ‖iteratedDeriv n (fun y : ℝ => poleSum r p y) x‖ ≤
      n.factorial * (∑ k, ‖r k‖) / d ^ (n + 1) := by
  have h0 : poleSum r p = poleSumDeriv 0 r p := by
    funext w
    simp [poleSum, poleSumDeriv]
  have hreal : ∀ x : ℝ, |(x : ℂ).im| < d := fun x => by simpa using hd
  have hder : ∀ (n : ℕ) (x : ℝ), HasDerivAt (fun y : ℝ => poleSumDeriv n r p y)
      (poleSumDeriv (n + 1) r p x) x := fun n x =>
    (hasDerivAt_poleSumDeriv n (denominator_ne_zero hp (hreal x))).comp_ofReal
  -- derivatives along the real `w` axis follow the same explicit formula
  have hiter : ∀ n : ℕ, iteratedDeriv n (fun y : ℝ => poleSum r p y) =
      fun y : ℝ => poleSumDeriv n r p y := by
    intro n
    induction n with
    | zero => rw [iteratedDeriv_zero, h0]
    | succ n ih =>
      rw [iteratedDeriv_succ, ih]
      funext x
      exact (hder n x).deriv
  refine ⟨?_, ?_, ?_⟩
  · intro w hw
    rw [h0]
    exact (hasDerivAt_poleSumDeriv 0
      (denominator_ne_zero hp hw)).differentiableAt.differentiableWithinAt
  · refine contDiff_of_differentiable_iteratedDeriv fun m _ => ?_
    rw [hiter m]
    exact fun x => (hder m x).differentiableAt
  · intro n x
    rw [hiter n]
    refine norm_poleSumDeriv_le n hd fun k => ?_
    simpa using gap_le_norm (hp k) (x : ℂ)
```

When the sampled function is a finite pole sum of the form $F$, with all poles real and at distance at least $d$ from midgap, this gives derivative bounds that can enter error estimates for interpolation and quadrature on the imaginary axis. The condition concerns the poles of that function itself: a gap in the spectrum of $G$ does not in general keep the poles of the exact $\Sigma$ away from midgap. Applying it to a solid in the thermodynamic limit requires replacing the finite sum by an integral over a continuous spectrum, a step that the hypotheses leave open. For analytic continuation, a real energy $\omega$ corresponds to $w=-i\omega$, so the strip reaches only real energies with $|\omega|<d$.

The last theorem uses the one-element type `Unit` to label a single pole at `d`, and evaluates the complex derivative at the origin.

```lean
/-- For a single pole at `d > 0` with residue `c`, the `n`-th derivative at `w = 0` has modulus
exactly `n! |c| / d^(n+1)`. -/
theorem single_pole_attains_bound (hd : 0 < d) (c : ℂ) (n : ℕ) :
    ‖iteratedDeriv n (poleSum (fun _ : Unit => c) (fun _ => d)) 0‖ =
      n.factorial * ‖c‖ / d ^ (n + 1) := by
  rw [iteratedDeriv_poleSum (d := d) (fun _ => le_abs_self d) n 0 (by simpa using hd)]
  simp [poleSumDeriv, abs_of_pos hd, mul_comm]

end GappedImaginaryAxis
```

```lean
#print axioms GappedImaginaryAxis.iteratedDeriv_poleSum
#print axioms GappedImaginaryAxis.norm_iteratedDeriv_strip_le
#print axioms GappedImaginaryAxis.gap_makes_smooth
#print axioms GappedImaginaryAxis.single_pole_attains_bound
```

```
'GappedImaginaryAxis.iteratedDeriv_poleSum' depends on axioms: [propext, Classical.choice, Quot.sound]
'GappedImaginaryAxis.norm_iteratedDeriv_strip_le' depends on axioms: [propext, Classical.choice, Quot.sound]
'GappedImaginaryAxis.gap_makes_smooth' depends on axioms: [propext, Classical.choice, Quot.sound]
'GappedImaginaryAxis.single_pole_attains_bound' depends on axioms: [propext, Classical.choice, Quot.sound]
```
